# For finite matrices, strict absorption and a Hermitian interaction exclude undamped plasmons

In a random-phase calculation the total potential $x$ inside a driven system is found from the external potential $\varphi$ by solving $x=\varphi+vPx$, where $P$ is the irreducible polarizability at one real frequency $\omega>0$ and $v$ is the interaction. If $1-vP$ is singular at that frequency, the equation has no solution for some $\varphi$ and infinitely many for others. The homogeneous equation $x=vPx$ then has a nonzero solution, which is an oscillation that goes on for ever with no drive. Every such mode is called an undamped plasmon here, although it can also be another kind of excitation. The screened response $P(1-vP)^{-1}$ doesn't exist there.

None of this can happen when $v$ is Hermitian and $P$ absorbs energy from every nonzero potential. The interaction may be singular or indefinite. Under these two conditions the result applies to the dielectric matrix of RPA, and to linear-response TDDFT with the Kohn–Sham response as $P$ and a Hermitian exchange-correlation kernel included in $v$, once both are written in a finite basis at a fixed real frequency.

Potentials are vectors with complex entries, indexed by a finite type `n` that stands for the basis functions or grid points.

```lean
import Mathlib

open Matrix

namespace DampingExcludesUndampedPlasmons

noncomputable section

variable {n : Type*} [Fintype n]
```

## Absorption as a sign condition on $P$

Write $P^*$ for the conjugate transpose. The absorptive part of the response is

$$A=\frac{P-P^*}{2i}.$$

With time dependence $e^{-i\omega t}$ and $\omega>0$, a potential $x$ that induces the density $Px$ delivers the mean power $-\tfrac{\omega}{2}\,\mathrm{Im}(x^*Px)$. Absorption therefore means a negative imaginary part. The frequency doesn't appear in the code, where `P` is simply the matrix at the chosen $\omega$, and `Pᴴ` is $P^*$.

```lean
/-- The absorptive part `(P - P*) / (2i)` of a response matrix `P`. -/
def absorptivePart (P : Matrix n n ℂ) : Matrix n n ℂ :=
  (1 / (2 * Complex.I)) • (P - Pᴴ)
```

Strict absorption requires $x^*Ax<0$ for every $x\neq0$. Physically, every potential that the basis can represent drives some dissipative process at this frequency. This is a hypothesis about $P$, and it is not derived from a microscopic model.

In Lean, `*ᵥ` applies a matrix to a vector, `⬝ᵥ` is the dot product without conjugation, and `star x` conjugates the entries, so `star x ⬝ᵥ P *ᵥ x` is $x^*Px$. The definition takes a real part because the order relation is used on real numbers. The next step shows that the form is real anyway.

```lean
/-- Strict absorption: the quadratic form of the absorptive part is negative on every
nonzero potential. -/
def StrictlyAbsorptive (P : Matrix n n ℂ) : Prop :=
  ∀ x : n → ℂ, x ≠ 0 → (star x ⬝ᵥ absorptivePart P *ᵥ x).re < 0
```

Put $z=x^*Px$. The adjoint matrix has the conjugate form, $x^*P^*x=\bar z$, and hence

$$x^*Ax=\frac{z-\bar z}{2i}=\frac{2i\,\mathrm{Im}\,z}{2i}=\mathrm{Im}(x^*Px).$$

In the proof, `hadj` is the statement about the adjoint and `hz` is $z-\bar z=2i\,\mathrm{Im}\,z$. The final `field_simp` cancels the factor $2i$.

```lean
/-- The quadratic form of the absorptive part is the imaginary part of the quadratic form
of the response matrix. -/
theorem absorptivePart_form (P : Matrix n n ℂ) (x : n → ℂ) :
    star x ⬝ᵥ absorptivePart P *ᵥ x = ((star x ⬝ᵥ P *ᵥ x).im : ℂ) := by
  -- the adjoint matrix has the complex conjugate quadratic form
  have hadj : star x ⬝ᵥ Pᴴ *ᵥ x = star (star x ⬝ᵥ P *ᵥ x) := by
    rw [← Matrix.star_dotProduct, Matrix.star_mulVec, Matrix.dotProduct_mulVec]
  rw [absorptivePart, Matrix.smul_mulVec, dotProduct_smul, Matrix.sub_mulVec,
    dotProduct_sub, hadj]
  generalize star x ⬝ᵥ P *ᵥ x = z
  have hz : z - star z = ((2 * z.im : ℝ) : ℂ) * Complex.I := Complex.sub_conj z
  have hI : Complex.I ≠ 0 := Complex.I_ne_zero
  rw [hz, smul_eq_mul]
  push_cast
  field_simp
```

Strict absorption can therefore be read as $\mathrm{Im}(x^*Px)<0$ for all $x\neq0$, which is the form used from here on.

```lean
/-- Strict absorption says that `x* P x` has negative imaginary part for every nonzero `x`. -/
theorem strictlyAbsorptive_iff (P : Matrix n n ℂ) :
    StrictlyAbsorptive P ↔ ∀ x : n → ℂ, x ≠ 0 → (star x ⬝ᵥ P *ᵥ x).im < 0 := by
  simp only [StrictlyAbsorptive, absorptivePart_form, Complex.ofReal_re]
```

## The interaction redistributes power but absorbs none

Let $x=\varphi+vPx$ and write $y=Px$ for the induced density. Taking the conjugate transpose of the equation and multiplying by $y$ gives

$$x^*y=\varphi^*y+(vy)^*y.$$

Since $v$ is Hermitian, $(vy)^*y=y^*vy$, and this number equals its own conjugate. It is real, so the imaginary parts satisfy

$$\mathrm{Im}(\varphi^*Px)=\mathrm{Im}(x^*Px).$$

The power drawn from the external source equals the power absorbed under the total potential. Only the reality of $y^*vy$ enters, never its sign, which is why $v$ needs no positivity.

The lemma `hreal` proves the reality by showing that the imaginary part equals its own negative, and `hsplit` is the displayed decomposition of $x^*y$.

```lean
/-- Power balance for a Hermitian `v`: when the total potential `x` is the external potential `φ`
plus the induced potential `v P x`, the external and the total potential give the same absorption.
-/
theorem power_balance {v P : Matrix n n ℂ} (hv : v.IsHermitian) {φ x : n → ℂ}
    (hx : x = φ + v *ᵥ (P *ᵥ x)) :
    (star φ ⬝ᵥ P *ᵥ x).im = (star x ⬝ᵥ P *ᵥ x).im := by
  -- the interaction energy of the induced density is real
  have hreal : ∀ y : n → ℂ, (star (v *ᵥ y) ⬝ᵥ y).im = 0 := by
    intro y
    have h1 : star (v *ᵥ y) ⬝ᵥ y = star y ⬝ᵥ v *ᵥ y := by
      rw [Matrix.star_mulVec, hv.eq, Matrix.dotProduct_mulVec]
    have h2 : star (v *ᵥ y) ⬝ᵥ y = star (star y ⬝ᵥ v *ᵥ y) := Matrix.star_dotProduct _ _
    rw [← h1] at h2
    have h3 : (star (v *ᵥ y) ⬝ᵥ y).im = -(star (v *ᵥ y) ⬝ᵥ y).im :=
      congrArg Complex.im h2
    linarith
  have hsplit : star x ⬝ᵥ P *ᵥ x
      = star φ ⬝ᵥ P *ᵥ x + star (v *ᵥ (P *ᵥ x)) ⬝ᵥ P *ᵥ x := by
    rw [← add_dotProduct, ← star_add, ← hx]
  rw [hsplit, Complex.add_im, hreal, add_zero]
```

A self-sustained oscillation is the case $\varphi=0$. The left side of the balance vanishes, so a mode $x=vPx$ has

$$\mathrm{Im}(x^*Px)=0.$$

The code rewrites $x=vPx$ as $x=0+vPx$ and applies the power balance.

```lean
/-- For a Hermitian interaction `v`, a self-sustained oscillation `x = v P x` has zero absorption.
-/
theorem undamped_mode_lossless {v P : Matrix n n ℂ} (hv : v.IsHermitian) {x : n → ℂ}
    (hx : x = v *ᵥ (P *ᵥ x)) : (star x ⬝ᵥ P *ᵥ x).im = 0 := by
  have h0 : x = 0 + v *ᵥ (P *ᵥ x) := by
    rw [zero_add]
    exact hx
  have h := power_balance hv h0
  rw [star_zero, zero_dotProduct, Complex.zero_im] at h
  exact h.symm
```

## No mode, hence an invertible $1-vP$

Suppose that $x=vPx$ with $x\neq0$. Strict absorption gives $\mathrm{Im}(x^*Px)<0$, while the previous step gives zero. This is a contradiction, so $x=0$.

Now suppose that $1-vP$ were singular. A singular square matrix of finite size has a vector $x\neq0$ with $(1-vP)x=0$, that is, $x=vPx$. Such a mode has just been excluded, so $1-vP$ is invertible.

The theorem takes `v.IsHermitian` and `StrictlyAbsorptive P` and returns both conclusions; `IsUnit` means invertible. In the proof, `hmode` is the first paragraph. The rest assumes a zero determinant and extracts the kernel vector with `Matrix.exists_mulVec_eq_zero_iff`. This is where finite dimension matters, since for operators on an infinite-dimensional space a trivial kernel alone doesn't give an inverse.

The statement concerns one real frequency. It doesn't address modes at complex frequencies, such as growing instabilities, and it doesn't cover a non-Hermitian $v$.

```lean
variable [DecidableEq n]

/-- Damping excludes undamped plasmons: for a Hermitian interaction `v` and a strictly
absorptive `P`, the matrix `1 - v P` is invertible and `x = v P x` has only the zero solution. -/
theorem damping_excludes_undamped_plasmons {v P : Matrix n n ℂ}
    (hv : v.IsHermitian) (hP : StrictlyAbsorptive P) :
    IsUnit (1 - v * P) ∧ ∀ x : n → ℂ, x = v *ᵥ (P *ᵥ x) → x = 0 := by
  have hmode : ∀ x : n → ℂ, x = v *ᵥ (P *ᵥ x) → x = 0 := by
    intro x hx
    by_contra hne
    have h1 := (strictlyAbsorptive_iff P).mp hP x hne
    have h2 := undamped_mode_lossless hv hx
    linarith
  refine ⟨?_, hmode⟩
  -- a singular matrix would have a kernel vector, which is an undamped mode
  rw [Matrix.isUnit_iff_isUnit_det, isUnit_iff_ne_zero]
  intro hdet
  obtain ⟨x, hx0, hx⟩ := Matrix.exists_mulVec_eq_zero_iff.mpr hdet
  rw [Matrix.sub_mulVec, Matrix.one_mulVec, ← Matrix.mulVec_mulVec, sub_eq_zero] at hx
  exact hx0 (hmode x hx)
```

## The screened system absorbs too

The density induced by an external potential is $Px=P(1-vP)^{-1}\varphi$, which defines the screened response

$$\chi=P(1-vP)^{-1}.$$

```lean
/-- The screened response `P (1 - v P)⁻¹` to the external potential. -/
def screenedResponse (v P : Matrix n n ℂ) : Matrix n n ℂ :=
  P * (1 - v * P)⁻¹
```

Take $\varphi\neq0$ and set $x=(1-vP)^{-1}\varphi$. Then $(1-vP)x=\varphi$, so $x\neq0$ and $x=\varphi+vPx$. The power balance gives

$$\mathrm{Im}(\varphi^*\chi\varphi)=\mathrm{Im}(\varphi^*Px)=\mathrm{Im}(x^*Px)<0.$$

Screening can change how much is absorbed from a given external potential, but not the sign. In the code `hε`, `hx0` and `hx` are the three facts about $x$, and the last two lines are the displayed chain.

```lean
/-- For a Hermitian interaction, strict absorption of `P` passes on to the screened response. -/
theorem screenedResponse_strictlyAbsorptive {v P : Matrix n n ℂ}
    (hv : v.IsHermitian) (hP : StrictlyAbsorptive P) :
    StrictlyAbsorptive (screenedResponse v P) := by
  rw [strictlyAbsorptive_iff]
  intro φ hφ
  have hdet := (Matrix.isUnit_iff_isUnit_det _).mp
    (damping_excludes_undamped_plasmons hv hP).1
  -- `x` is the total potential produced by the external potential `φ`
  obtain ⟨x, hxdef⟩ : ∃ x, x = (1 - v * P)⁻¹ *ᵥ φ := ⟨_, rfl⟩
  have hε : (1 - v * P) *ᵥ x = φ := by
    rw [hxdef, Matrix.mulVec_mulVec, Matrix.mul_nonsing_inv _ hdet, Matrix.one_mulVec]
  have hx0 : x ≠ 0 := by
    intro h
    apply hφ
    rw [← hε, h, Matrix.mulVec_zero]
  have hx : x = φ + v *ᵥ (P *ᵥ x) := by
    rw [Matrix.sub_mulVec, Matrix.one_mulVec, ← Matrix.mulVec_mulVec] at hε
    exact sub_eq_iff_eq_add.mp hε
  rw [screenedResponse, ← Matrix.mulVec_mulVec, ← hxdef, power_balance hv hx]
  exact (strictlyAbsorptive_iff P).mp hP x hx0
```

## Two $2\times2$ examples

The hypotheses allow an indefinite interaction. Take

$$v=\begin{pmatrix}0&1\\1&0\end{pmatrix},\qquad P=\begin{pmatrix}-i&1\\1&-i\end{pmatrix}.$$

The determinant of $v$ is $-1$, so its two real eigenvalues have opposite signs. With entries numbered from zero, as in Lean,

$$x^*Px=-i\left(|x_0|^2+|x_1|^2\right)+2\,\mathrm{Re}(\bar x_0x_1),$$

and the imaginary part is $-(|x_0|^2+|x_1|^2)$, which is negative for $x\neq0$. Multiplying out gives

$$1-vP=\begin{pmatrix}0&i\\i&0\end{pmatrix},$$

which is invertible. If the damping terms $-i$ were removed from $P$, the product $vP$ would be the identity and every vector would be an undamped mode.

The code checks the three conditions on the pair. `hform` is the formula for the imaginary part, and `hne` says that a nonzero vector has a nonzero entry.

```lean
/-- An explicit 2×2 pair: an off-diagonal Hermitian interaction with negative determinant, and a
strictly absorptive response matrix. -/
theorem damping_witness :
    (!![0, 1; 1, 0] : Matrix (Fin 2) (Fin 2) ℂ).IsHermitian ∧
    (!![0, 1; 1, 0] : Matrix (Fin 2) (Fin 2) ℂ).det = -1 ∧
    StrictlyAbsorptive !![-Complex.I, 1; 1, -Complex.I] := by
  refine ⟨?_, ?_, ?_⟩
  · ext i j
    fin_cases i <;> fin_cases j <;> simp
  · simp [Matrix.det_fin_two]
  · rw [strictlyAbsorptive_iff]
    intro x hx
    have hform : (star x ⬝ᵥ !![-Complex.I, 1; 1, -Complex.I] *ᵥ x).im
        = -(Complex.normSq (x 0) + Complex.normSq (x 1)) := by
      simp [Matrix.mulVec, dotProduct, Fin.sum_univ_two, Complex.normSq_apply]
      ring
    have hne : x 0 ≠ 0 ∨ x 1 ≠ 0 := by
      by_contra h
      rw [not_or, not_not, not_not] at h
      apply hx
      funext i
      fin_cases i
      · exact h.1
      · exact h.2
    rw [hform]
    have h0 := Complex.normSq_nonneg (x 0)
    have h1 := Complex.normSq_nonneg (x 1)
    rcases hne with h | h
    · have := Complex.normSq_pos.mpr h
      linarith
    · have := Complex.normSq_pos.mpr h
      linarith
```

Absorption that is only negative semidefinite is too weak. With $v=1$ and

$$P=\begin{pmatrix}1&0\\0&-i\end{pmatrix}$$

one finds $\mathrm{Im}(x^*Px)=-|x_1|^2\le0$, which vanishes on the first basis vector. That vector satisfies $x=vPx$, and $1-vP=\mathrm{diag}(0,\,1+i)$ is singular. The undamped mode sits exactly where the absorption is missing. The three parts of the proof check the inequality, the mode and the zero determinant in this order.

```lean
/-- Semidefinite absorption is not enough: with `v = 1` and `P = diag(1, -i)` the absorptive part is
only negative semidefinite, `(1, 0)` is a self-sustained mode, and `1 - v P` is singular. -/
theorem semidefinite_absorption_allows_mode :
    (∀ x : Fin 2 → ℂ,
      (star x ⬝ᵥ absorptivePart !![1, 0; 0, -Complex.I] *ᵥ x).re ≤ 0) ∧
    (![1, 0] : Fin 2 → ℂ) = (1 : Matrix (Fin 2) (Fin 2) ℂ) *ᵥ
      (!![1, 0; 0, -Complex.I] *ᵥ ![1, 0]) ∧
    ¬ IsUnit (1 - (1 : Matrix (Fin 2) (Fin 2) ℂ) * !![1, 0; 0, -Complex.I]) := by
  refine ⟨?_, ?_, ?_⟩
  · intro x
    have hform : (star x ⬝ᵥ !![1, 0; 0, -Complex.I] *ᵥ x).im = -Complex.normSq (x 1) := by
      simp [Matrix.mulVec, dotProduct, Fin.sum_univ_two, Complex.normSq_apply]
      ring
    rw [absorptivePart_form, Complex.ofReal_re, hform]
    linarith [Complex.normSq_nonneg (x 1)]
  · rw [Matrix.one_mulVec]
    funext i
    fin_cases i <;> simp [Matrix.mulVec, dotProduct, Fin.sum_univ_two]
  · rw [Matrix.isUnit_iff_isUnit_det, one_mul]
    simp [Matrix.det_fin_two]

end

end DampingExcludesUndampedPlasmons
```

```lean
#print axioms DampingExcludesUndampedPlasmons.damping_excludes_undamped_plasmons
#print axioms DampingExcludesUndampedPlasmons.screenedResponse_strictlyAbsorptive
#print axioms DampingExcludesUndampedPlasmons.semidefinite_absorption_allows_mode
```

```
'DampingExcludesUndampedPlasmons.damping_excludes_undamped_plasmons' depends on axioms: [propext, Classical.choice, Quot.sound]
'DampingExcludesUndampedPlasmons.screenedResponse_strictlyAbsorptive' depends on axioms: [propext, Classical.choice, Quot.sound]
'DampingExcludesUndampedPlasmons.semidefinite_absorption_allows_mode' depends on axioms: [propext, Classical.choice, Quot.sound]
```

## The dielectric matrix in a calculation

One way to do a real-frequency RPA calculation is to build $P$ in a finite basis, form the dielectric matrix $1-vP$, and invert it or solve a linear system with it. The hypothesis on $P$ can be tested before that step. In NumPy the absorptive part is `A = (P - P.conj().T) / 2j`, and the condition is that `np.linalg.eigvalsh(A).max()` is negative by more than the numerical error.

For non-interacting electrons with real orbitals, a broadening $\eta>0$ that enters through $\omega+i\eta$ makes each transition from an occupied orbital to an empty one of higher energy contribute a negative semidefinite term to $A$ at $\omega>0$. If all transitions are of this kind and their densities span the basis, the sum is negative definite. With $\eta=0$ and discrete transitions, $A=0$ at every $\omega$ away from the transition energies. The theorem then says nothing, and undamped modes can occur. When $\eta$ is only a numerical parameter, the damping that excludes them is therefore numerical too. A constant potential induces no density, so a basis that contains it fails the test. This component doesn't itself make $1-vP$ singular, because $Px=0$ and $x=vPx$ give $x=0$, and the theorem can be applied once it has been projected out.

Invertible doesn't mean well conditioned: with small $\eta$, the matrix can be close to singular near a plasmon resonance. After the solve, comparing $\mathrm{Im}(\varphi^*Px)$ with $\mathrm{Im}(x^*Px)$ gives an inexpensive consistency check, since a discrepancy beyond the solver's error points to a non-Hermitian $v$ or to a mistake in the linear system.
